# With a tanh response, magnetisation falls less than in proportion to a positive field

The lemma `tanh_scale` says that c tanh x < tanh(cx) whenever 0 < c < 1 and x > 0. Here x is a dimensionless field and tanh x the mean-field magnetisation as a fraction of saturation, so weakening the field to a fraction c of its value leaves more than that fraction of the magnetisation. The statement concerns the response function alone, and no Hamiltonian or self-consistency condition enters it. The proof takes the difference tanh(cy) − c tanh y, which vanishes at y = 0, and shows from its derivative that it increases strictly on y ≥ 0, so that it is positive at x.

In Lean, a first try:

```lean
import Mathlib

open Filter Topology

namespace AntiferromagneticMeanField

noncomputable section

/-- The slope of the mean-field response `tanh` is `1 - tanh²`. -/
theorem hasDerivAt_tanh (x : ℝ) : HasDerivAt Real.tanh (1 - Real.tanh x ^ 2) x := by
  have hc := (Real.cosh_pos x).ne'
  have e : Real.tanh = fun y => Real.sinh y / Real.cosh y :=
    funext Real.tanh_eq_sinh_div_cosh
  have h := (Real.hasDerivAt_sinh x).fun_div (Real.hasDerivAt_cosh x) hc
  rw [← e] at h
  refine h.congr_deriv ?_
  rw [Real.tanh_eq_sinh_div_cosh, div_pow, eq_sub_iff_add_eq, ← add_div,
    div_eq_one_iff_eq (pow_ne_zero 2 hc)]
  ring

/-- The magnetisation grows strictly with the field. -/
theorem tanh_strictMono : StrictMono Real.tanh := by
  refine strictMono_of_deriv_pos fun x => ?_
  have h : Real.tanh x ^ 2 < 1 := by
    rw [Real.tanh_eq_sinh_div_cosh, div_pow, div_lt_one (pow_pos (Real.cosh_pos x) 2)]
    linarith [Real.cosh_sq x]
  rw [(hasDerivAt_tanh x).deriv]
  linarith

/-- A positive field produces a positive magnetisation. -/
theorem tanh_pos {x : ℝ} (hx : 0 < x) : 0 < Real.tanh x := by
  have h := tanh_strictMono hx
  rwa [Real.tanh_zero] at h

/-- Saturation: multiplying a positive field by `c`, with `0 < c < 1`, leaves more than the fraction
`c` of the magnetisation. -/
theorem tanh_scale {c x : ℝ} (hc : 0 < c) (hc1 : c < 1) (hx : 0 < x) :
    c * Real.tanh x < Real.tanh (c * x) := by
  have hd : ∀ y, HasDerivAt (fun y => Real.tanh (c * y) - c * Real.tanh y)
      ((1 - Real.tanh (c * y) ^ 2) * c - c * (1 - Real.tanh y ^ 2)) y := fun y => by
    have h1 : HasDerivAt (fun y : ℝ => c * y) c y :=
      ((hasDerivAt_id' y).const_mul c).congr_deriv (mul_one c)
    exact ((hasDerivAt_tanh (c * y)).comp y h1).fun_sub ((hasDerivAt_tanh y).const_mul c)
  -- the difference vanishes at zero field and increases from there
  have hm : StrictMonoOn (fun y => Real.tanh (c * y) - c * Real.tanh y) (Set.Ici 0) := by
    refine strictMonoOn_of_deriv_pos (convex_Ici 0)
      (fun y _ => (hd y).continuousAt.continuousWithinAt) fun y hy => ?_
    rw [interior_Ici] at hy
    have hy0 : 0 < y := hy
    have h1 : Real.tanh (c * y) < Real.tanh y := tanh_strictMono (by nlinarith)
    have h2 := pow_lt_pow_left₀ h1 (tanh_pos (mul_pos hc hy0)).le two_ne_zero
    rw [(hd y).deriv]
    nlinarith [mul_pos hc (sub_pos.2 h2)]
  have h := hm (show (0 : ℝ) ∈ Set.Ici 0 from le_refl _)
    (show x ∈ Set.Ici 0 from hx.le) hx
  simp only [mul_zero, Real.tanh_zero, sub_zero] at h
  linarith

end

end AntiferromagneticMeanField
```

Lean reports:

```
Main.lean:54:46: error: Type mismatch
  le_refl ?m.359
has type
  ?m.359 ≤ ?m.359
but is expected to have type
  0 ∈ Set.Ici 0
```

This version goes through:

```diff
@@ -52,6 +52,7 @@
     rw [(hd y).deriv]
     nlinarith [mul_pos hc (sub_pos.2 h2)]
-  have h := hm (show (0 : ℝ) ∈ Set.Ici 0 from le_refl _)
-    (show x ∈ Set.Ici 0 from hx.le) hx
+  have h0 : (0 : ℝ) ∈ Set.Ici (0 : ℝ) := Set.mem_Ici.2 le_rfl
+  have hx0 : x ∈ Set.Ici (0 : ℝ) := Set.mem_Ici.2 hx.le
+  have h := hm h0 hx0 hx
   simp only [mul_zero, Real.tanh_zero, sub_zero] at h
   linarith
```

To compare the difference at 0 and at x, `hm` needs proofs that both points lie in `Set.Ici 0`, the half-line of numbers at least 0. For the point 0 the attempt offers `le_refl _`, and the message says that this proves an inequality `?m.359 ≤ ?m.359`, with the number still undetermined, where a membership is expected. The membership does mean `0 ≤ 0`, but Lean did not unfold it to match it with that inequality.

The repair makes the step explicit. `Set.mem_Ici` states that membership in `Set.Ici` is equivalent to the inequality, and its direction `.2` turns the inequality into the membership, so `le_rfl` now has only to prove `0 ≤ 0`. The proof for x is rewritten in the same way, though the message makes no complaint about it, and naming the two facts `h0` and `hx0` is mere tidying.
